# Factorisation of the symmetriser and antisymmetriser by Jucys-Murphy elements

Label n particles 0, 1, …, n−1, let Sₙ be the group of their permutations σ with signs sgn(σ), and let (j k) exchange j and k. The Jucys-Murphy element of particle k is Xₖ = Σ_{j<k} (j k). In the integer group algebra ℤ[Sₙ],

(1 + X₀)(1 + X₁)⋯(1 + Xₙ₋₁) = Σ_σ σ

(1 − X₀)(1 − X₁)⋯(1 − Xₙ₋₁) = Σ_σ sgn(σ) σ

so the n! terms of the unnormalised antisymmetriser arise from n factors, one per particle.

```lean
import Mathlib

open Equiv Finset

namespace JucysMurphyFactorisation

noncomputable section

variable {n : ℕ} {A : Type*} [Ring A]
```

Here `n` is the particle number and `A` is any ring, commutative or not. `Fin n` is the label set {0, …, n−1} and `Perm (Fin n)` is Sₙ, where στ means τ first, then σ.

```lean
/-- The Jucys-Murphy element of particle `k` in a representation `ρ`: the sum of the
transpositions of `k` with all earlier particles. -/
def jm (ρ : Perm (Fin n) →* A) (k : Fin n) : A :=
  ∑ j ∈ Iio k, ρ (swap j k)
```

The type `Perm (Fin n) →* A` says that ρ maps Sₙ into A with ρ(1) = 1 and ρ(στ) = ρ(σ)ρ(τ). `Iio k` is the set of j < k and `swap j k` is (j k), so `jm ρ k` is Σ_{j<k} ρ((j k)). Below, Xₖ also stands for this element.

```lean
/-- The Jucys-Murphy element of particle `k` in the integer group algebra of `S_n`. -/
def X (k : Fin n) : MonoidAlgebra ℤ (Perm (Fin n)) :=
  jm (MonoidAlgebra.of ℤ (Perm (Fin n))) k
```

`MonoidAlgebra ℤ (Perm (Fin n))` is ℤ[Sₙ], the formal integer combinations of permutations, and `MonoidAlgebra.of` sends σ to its basis element.

```lean
/-- The permutations that move only the first `m` particles. -/
def subSym (n m : ℕ) : Finset (Perm (Fin n)) :=
  univ.filter fun σ => ∀ i : Fin n, m ≤ i.val → σ i = i
```

`subSym n m` is the set of σ with σ(i) = i for all i ≥ m, a copy of Sₘ inside Sₙ when m ≤ n; call it Sₘ.

```lean
/-- The representation `ρ` multiplied by the sign of the permutation. -/
def signTwist (ρ : Perm (Fin n) →* A) : Perm (Fin n) →* A where
  toFun σ := ((Perm.sign σ : ℤˣ) : ℤ) • ρ σ
  map_one' := by simp
  map_mul' a b := by
    simp only [map_mul, Units.val_mul]
    rw [smul_mul_assoc, mul_smul_comm, mul_smul]
```

This defines ρ′(σ) = sgn(σ) ρ(σ), where `•` is multiplication by an integer. The fields `map_one'` and `map_mul'` show that ρ′ is again multiplicative, since sgn(στ) = sgn(σ) sgn(τ).

```lean
/-- Permutation operators on `n`-particle wavefunctions with one-particle coordinates in `Q`:
`(P_σ Ψ)(x_0, …, x_(n-1)) = Ψ(x_σ(0), …, x_σ(n-1))`. -/
def permOp (n : ℕ) (Q : Type*) : Perm (Fin n) →* Module.End ℂ ((Fin n → Q) → ℂ) where
  toFun σ :=
    { toFun := fun Ψ x => Ψ fun i => x (σ i)
      map_add' := fun _ _ => rfl
      map_smul' := fun _ _ => rfl }
  map_one' := LinearMap.ext fun _ => rfl
  map_mul' _ _ := LinearMap.ext fun _ => rfl
```

A wavefunction Ψ is any complex function of x = (xᵢ), with each xᵢ in an arbitrary set Q, for example position together with spin. No inner product or square integrability enters. The operator P_σ puts x_σ(i) into argument i of Ψ. Writing x∘σ for the list (x_σ(i)), one has (P_σ P_τ Ψ)(x) = Ψ(x∘σ∘τ) = (P_στ Ψ)(x), which Lean accepts by `rfl`.

```lean
/-- Adding one particle: the sum over permutations of the particles before `k`, times
`1 + X_k`, is the sum over permutations of the particles up to and including `k`. -/
theorem add_particle (ρ : Perm (Fin n) →* A) (k : Fin n) :
    (∑ σ ∈ subSym n k.val, ρ σ) * (1 + jm ρ k) = ∑ τ ∈ subSym n (k.val + 1), ρ τ := by
  have mem : ∀ (m : ℕ) (σ : Perm (Fin n)),
      σ ∈ subSym n m ↔ ∀ i : Fin n, m ≤ i.val → σ i = i := by
    intro m σ
    simp [subSym]
  -- the identity is the transposition of `k` with itself
  have h1 : 1 + jm ρ k = ∑ j ∈ Iic k, ρ (swap j k) := by
    have h0 : swap k k = (1 : Perm (Fin n)) := swap_self k
    rw [← Finset.Iio_insert, Finset.sum_insert (by simp), h0, map_one, jm]
  -- the preimage of `k` lies among the particles up to `k`
  have key : ∀ τ : Perm (Fin n), (∀ i : Fin n, k.val + 1 ≤ i.val → τ i = i) →
      (τ.symm k).val ≤ k.val := by
    intro τ h
    by_contra hc
    have h2 := h (τ.symm k) (by omega)
    have h3 := congrArg Fin.val ((τ.apply_symm_apply k).symm.trans h2)
    omega
  rw [h1, Finset.sum_mul_sum, ← Finset.sum_product']
  -- coset decomposition `τ = σ (j k)` with `j` the preimage of `k`
  refine Finset.sum_nbij' (fun p => p.1 * swap p.2 k)
    (fun τ => (τ * swap (τ.symm k) k, τ.symm k)) ?_ ?_ ?_ ?_ ?_
  · rintro ⟨σ, j⟩ hp
    obtain ⟨hσ, hj⟩ := mem_product.1 hp
    have hσ' : ∀ i : Fin n, k.val ≤ i.val → σ i = i := (mem _ _).1 hσ
    have hjk : j.val ≤ k.val := Fin.le_def.1 (mem_Iic.1 hj)
    refine (mem _ _).2 fun i hi => ?_
    have a1 : i ≠ j := fun h => by
      have := congrArg Fin.val h
      omega
    have a2 : i ≠ k := fun h => by
      have := congrArg Fin.val h
      omega
    show σ (swap j k i) = i
    rw [swap_apply_of_ne_of_ne a1 a2]
    exact hσ' i (by omega)
  · intro τ hτ
    have hτ' : ∀ i : Fin n, k.val + 1 ≤ i.val → τ i = i := (mem _ _).1 hτ
    have hk := key τ hτ'
    refine mem_product.2 ⟨(mem _ _).2 fun i hi => ?_, mem_Iic.2 (Fin.le_def.2 hk)⟩
    show τ (swap (τ.symm k) k i) = i
    by_cases hik : i = k
    · rw [hik, swap_apply_right, apply_symm_apply]
    · have hne : i.val ≠ k.val := fun h => hik (Fin.ext h)
      have a1 : i ≠ τ.symm k := fun h => by
        have := congrArg Fin.val h
        omega
      rw [swap_apply_of_ne_of_ne a1 hik]
      exact hτ' i (by omega)
  · rintro ⟨σ, j⟩ hp
    obtain ⟨hσ, _⟩ := mem_product.1 hp
    have hσ' : ∀ i : Fin n, k.val ≤ i.val → σ i = i := (mem _ _).1 hσ
    have h : (σ * swap j k).symm k = j := by
      rw [Equiv.symm_apply_eq]
      show k = σ (swap j k j)
      rw [swap_apply_left, hσ' k le_rfl]
    show (σ * swap j k * swap ((σ * swap j k).symm k) k, (σ * swap j k).symm k) = (σ, j)
    rw [h, mul_assoc, swap_mul_self, mul_one]
  · intro τ _
    show τ * swap (τ.symm k) k * swap (τ.symm k) k = τ
    rw [mul_assoc, swap_mul_self, mul_one]
  · intro p _
    exact (map_mul ρ _ _).symm
```

The statement is

(Σ_{σ∈Sₖ} ρ(σ)) (1 + Xₖ) = Σ_{τ∈Sₖ₊₁} ρ(τ).

By hand, (k k) is the identity, so 1 + Xₖ = Σ_{j≤k} ρ((j k)); this is `h1`. Multiplying out gives a sum of ρ(σ)ρ((j k)) over pairs σ ∈ Sₖ, j ≤ k. The map (σ, j) ↦ τ = σ·(j k) is a bijection onto Sₖ₊₁. Indeed, τ fixes every i > k because both factors do. Conversely, given τ ∈ Sₖ₊₁, put j = τ⁻¹(k). If j > k then τ(j) = j ≠ k, so j ≤ k (`key`). Put σ = τ·(j k); then σ(k) = τ(j) = k and σ fixes every i > k, so σ ∈ Sₖ. The two maps are inverse to each other because (j k)² = 1 and σ·(j k) sends j to σ(k) = k. `Finset.sum_nbij'` takes both maps and leaves five goals: each map lands in the right set, each composite is the identity, and the summands agree by `map_mul`.

```lean
/-- The ordered product of the first `m` factors `1 + X_k` is the sum over all permutations
of the first `m` particles. -/
theorem prod_take_one_add (ρ : Perm (Fin n) →* A) (m : ℕ) (hm : m ≤ n) :
    ((List.ofFn fun k : Fin n => 1 + jm ρ k).take m).prod = ∑ σ ∈ subSym n m, ρ σ := by
  induction m with
  | zero =>
    have h : subSym n 0 = {1} := by
      ext σ
      simp only [subSym, mem_filter, mem_univ, true_and, mem_singleton]
      exact ⟨fun h => Equiv.ext fun i => h i (Nat.zero_le _), fun h i _ => by rw [h]; rfl⟩
    rw [h]
    simp
  | succ m ih =>
    have hl : m < (List.ofFn fun k : Fin n => 1 + jm ρ k).length := by
      rw [List.length_ofFn]
      omega
    rw [List.prod_take_succ _ m hl, ih (by omega), List.getElem_ofFn]
    exact add_particle ρ ⟨m, hm⟩
```

`List.ofFn` lists the factors for k = 0, …, n−1, `take m` keeps the first m, and `prod` multiplies them from left to right. For m ≤ n,

(1 + X₀)⋯(1 + Xₘ₋₁) = Σ_{σ∈Sₘ} ρ(σ).

The proof is an induction on m. For m = 0 the empty product is 1 and S₀ = {1}. The step splits off the factor 1 + Xₘ on the right (`List.prod_take_succ`) and applies `add_particle`.

```lean
/-- In any representation the ordered product of `1 + X_k` over all particles is the sum of
all permutations. -/
theorem prod_one_add (ρ : Perm (Fin n) →* A) :
    (List.ofFn fun k : Fin n => 1 + jm ρ k).prod = ∑ σ, ρ σ := by
  have h := prod_take_one_add ρ n le_rfl
  have hl : (List.ofFn fun k : Fin n => 1 + jm ρ k).length ≤ n := by simp
  have hu : subSym n n = univ :=
    Finset.filter_true_of_mem fun _ _ i hi => absurd i.isLt (not_lt.2 hi)
  rwa [List.take_of_length_le hl, hu] at h
```

For m = n the whole list is taken (`hl`) and the condition i ≥ n applies to no label (`hu`), so the product equals Σ_σ ρ(σ) over all of Sₙ.

```lean
/-- In any representation the ordered product of `1 - X_k` over all particles is the sum of
all permutations weighted by their signs. -/
theorem prod_one_sub (ρ : Perm (Fin n) →* A) :
    (List.ofFn fun k : Fin n => 1 - jm ρ k).prod = ∑ σ, ((Perm.sign σ : ℤˣ) : ℤ) • ρ σ := by
  -- transpositions are odd, so the twist reverses the sign of each `X_k`
  have h : ∀ k, jm (signTwist ρ) k = -jm ρ k := by
    intro k
    unfold jm
    rw [← Finset.sum_neg_distrib]
    refine sum_congr rfl fun j hj => ?_
    show ((Perm.sign (swap j k) : ℤˣ) : ℤ) • ρ (swap j k) = _
    rw [Perm.sign_swap (ne_of_lt (mem_Iio.1 hj))]
    simp
  have h2 := prod_one_add (signTwist ρ)
  simp only [h, ← sub_eq_add_neg] at h2
  exact h2
```

For j < k the transposition (j k) has sign −1, so the Jucys-Murphy elements of ρ′ are −Xₖ (`h`). The previous theorem applied to ρ′ reads

(1 − X₀)⋯(1 − Xₙ₋₁) = Σ_σ sgn(σ) ρ(σ).

```lean
/-- In the integer group algebra of `S_n`, the ordered product of `1 + X_k` is the sum of all
permutations and the ordered product of `1 - X_k` is their signed sum. -/
theorem jucysMurphy_factorisation (n : ℕ) :
    (List.ofFn fun k : Fin n => 1 + X k).prod
        = ∑ σ, MonoidAlgebra.of ℤ (Perm (Fin n)) σ ∧
      (List.ofFn fun k : Fin n => 1 - X k).prod
        = ∑ σ, ((Perm.sign σ : ℤˣ) : ℤ) • MonoidAlgebra.of ℤ (Perm (Fin n)) σ :=
  ⟨prod_one_add _, prod_one_sub _⟩
```

Taking ρ = `MonoidAlgebra.of` gives the two identities in ℤ[Sₙ], joined by `∧`. They are stated for one fixed order of the factors. The Xₖ in fact commute, so any order gives the same product, but this is neither used nor proved here.

```lean
/-- Acting on an `n`-particle wavefunction, the ordered product of `1 - X_k` gives the signed
sum of the wavefunction over all permutations of the coordinates. -/
theorem antisymmetrise_wavefunction {Q : Type*} (Ψ : (Fin n → Q) → ℂ) (x : Fin n → Q) :
    (List.ofFn fun k : Fin n => 1 - jm (permOp n Q) k).prod Ψ x
      = ∑ σ : Perm (Fin n), ((Perm.sign σ : ℤˣ) : ℤ) • Ψ fun i => x (σ i) := by
  rw [prod_one_sub, LinearMap.sum_apply, Finset.sum_apply]
  refine sum_congr rfl fun σ _ => ?_
  rfl
```

With ρ(σ) = P_σ, and Π denoting the ordered product over k,

(Πₖ (1 − Xₖ) Ψ)(x) = Σ_σ sgn(σ) Ψ(x∘σ).

The proof moves the evaluation at Ψ and x inside the sum.

```lean
/-- The ordered product of `1 - X_k` turns the Hartree product of orbitals `φ_i` into the
unnormalised Slater determinant with entries `φ_b (x_a)`. -/
theorem slater_determinant {Q : Type*} (φ : Fin n → Q → ℂ) (x : Fin n → Q) :
    (List.ofFn fun k : Fin n => 1 - jm (permOp n Q) k).prod (fun y => ∏ i, φ i (y i)) x
      = (Matrix.of fun a b => φ b (x a)).det := by
  rw [antisymmetrise_wavefunction, Matrix.det_apply]
  refine sum_congr rfl fun σ _ => ?_
  rfl

end

end JucysMurphyFactorisation
```

For orbitals φᵢ: Q → ℂ and the Hartree product Ψ(y) = Πᵢ φᵢ(yᵢ), the result at x is Σ_σ sgn(σ) Πᵢ φᵢ(x_σ(i)). `Matrix.det_apply` expands det M as Σ_σ sgn(σ) Πᵢ M_{σ(i),i}, which is the same sum for M_{ab} = φ_b(x_a). For electrons, each xᵢ is position together with spin and the φᵢ are spin-orbitals. The identity holds pointwise and involves no Hamiltonian and no orthonormality; if the orbitals are linearly dependent, both sides are zero and there is no state.

The normalisations and the counter-example that follow are worked on paper and stand apart from the theorems. The antisymmetrising projector is the product divided by n!, and for orthonormal orbitals the normalised state is the determinant divided by √(n!).

For n = 0 both sides of each group-algebra identity are 1, and for n = 1 the only factor has X₀ = 0. For n = 2 the signed product is 1 − (0 1), which gives φ₀(x₀)φ₁(x₁) − φ₀(x₁)φ₁(x₀); for orthonormal orbitals, multiplying this by 1/√2 normalises it.

Without multiplicativity of ρ the identity can fail. Take n = 3, A = ℤ, and let ρ equal 1 on the identity and the three transpositions and 0 on the two 3-cycles. Then the product of the 1 + Xₖ is 1·2·3 = 6, while Σ_σ ρ(σ) = 4.

```lean
#print axioms JucysMurphyFactorisation.jucysMurphy_factorisation
-- 'JucysMurphyFactorisation.jucysMurphy_factorisation' depends on axioms: [propext, Classical.choice, Quot.sound]
#print axioms JucysMurphyFactorisation.slater_determinant
-- 'JucysMurphyFactorisation.slater_determinant' depends on axioms: [propext, Classical.choice, Quot.sound]
```
